# Orthogonal cells with equal edges minimise the product of summed squared lengths in direct and reciprocal space

Let a_0, …, a_{n−1} be the edge vectors of a crystal cell, that is, a basis of n-dimensional Euclidean space. A cell with short edges has long reciprocal vectors. Add up the squared lengths within each set. How small can the product of the two sums be, and which cells reach the minimum?

```lean
import Mathlib

open scoped Real

namespace ReciprocalLengthInequality

noncomputable section
```

Space is ℝⁿ with its usual dot product, written `inner ℝ x y` in Lean. The indices run from 0 to n−1, as in the type `Fin n`.

```lean
/-- Euclidean space of dimension `n`. -/
abbrev Space (n : ℕ) := EuclideanSpace ℝ (Fin n)
```

Every vector x has unique coordinates x_j in the basis, with x = Σ_j x_j a_j. The coordinate x_j depends linearly on x, so there is exactly one vector r_j with r_j · x = x_j for all x. The reciprocal vectors are b_j = 2π r_j. The factor 2π is the convention of solid-state physics, in which a plane wave has the phase k · x; crystallographers often omit it.

In Lean, `a` has the type `Module.Basis`, which carries linear independence and spanning. The function `a.coord j` returns x_j, and the inverse of `toDual` turns it into r_j.

```lean
variable {n : ℕ}

/-- The reciprocal basis: `b j` is `2π` times the vector that represents the `j`-th coordinate
with respect to the basis `a` as an inner product. -/
def reciprocal (a : Module.Basis (Fin n) ℝ (Space n)) (j : Fin n) : Space n :=
  (2 * π) • (InnerProductSpace.toDual ℝ (Space n)).symm
    (LinearMap.toContinuousLinearMap (a.coord j))
```

Write A = Σ_i |a_i|² and B = Σ_i |b_i|². These are `totalSq a` and `totalSq (reciprocal a)`.

```lean
/-- The sum of the squared lengths of `n` vectors. -/
def totalSq (v : Fin n → Space n) : ℝ := ∑ i, ‖v i‖ ^ 2
```

The code treats one chosen basis and contains no lattice. To apply the results to a crystal, one chooses the edge vectors of a cell. For n ≥ 2 the same lattice admits many choices of primitive vectors, with different values of AB.

## (a) Dot products between the two bases

Show that the definition of b_j gives the usual orthogonality relations:

a_i · b_j = 2π δ_ij

**Solution.** By definition, a_i · b_j = 2π (r_j · a_i), which is 2π times the j-th coordinate of a_i. That coordinate is 1 for i = j and 0 otherwise. In Lean, the rewrites extract the factor 2π and apply the defining property of r_j; `simp` evaluates the coordinate.

```lean
/-- The basis and its reciprocal basis satisfy `a i · b j = 2π δ_ij`. -/
theorem inner_reciprocal (a : Module.Basis (Fin n) ℝ (Space n)) (i j : Fin n) :
    inner ℝ (a i) (reciprocal a j) = if i = j then 2 * π else 0 := by
  rw [reciprocal, real_inner_smul_right, real_inner_comm,
    InnerProductSpace.toDual_symm_apply]
  simp [Finsupp.single_apply]
```

## (b) A vector is fixed by its products with a basis

Show that two vectors x and y are equal if they have the same products with all basis vectors:

a_i · x = a_i · y for all i ⇒ x = y

**Solution.** Put d = x − y and expand it as d = Σ_i d_i a_i. Then

d · d = Σ_i d_i (a_i · d) = 0,

because each a_i · d vanishes. Hence d = 0. The step `h0` is this calculation, with the first factor written out in the basis.

```lean
/-- Two vectors with the same inner products with all vectors of a basis are equal. -/
theorem eq_of_inner_eq (a : Module.Basis (Fin n) ℝ (Space n)) {x y : Space n}
    (h : ∀ i, inner ℝ (a i) x = inner ℝ (a i) y) : x = y := by
  -- expand the difference in the basis: it is orthogonal to itself
  have h0 : inner ℝ (∑ i, a.repr (x - y) i • a i) (x - y) = 0 := by
    rw [sum_inner]
    apply Finset.sum_eq_zero
    intro i _
    rw [real_inner_smul_left, inner_sub_right, h i, sub_self, mul_zero]
  rw [a.sum_repr] at h0
  exact sub_eq_zero.mp (inner_self_eq_zero.mp h0)
```

## (c) Uniqueness of the reciprocal vectors

Let b′_j be any vectors that satisfy the relations of part (a). Show that

b′_j = b_j for all j.

**Solution.** For fixed j, the vectors b′_j and b_j have the same product with every a_i, so part (b) makes them equal. Any other construction that meets the relations, such as the cross-product formulas in three dimensions, therefore yields the same vectors.

```lean
/-- The relations `a i · b j = 2π δ_ij` determine the vectors `b j`: they are the reciprocal
basis of `a`. -/
theorem eq_reciprocal (a : Module.Basis (Fin n) ℝ (Space n)) (b : Fin n → Space n)
    (h : ∀ i j, inner ℝ (a i) (b j) = if i = j then 2 * π else 0) : b = reciprocal a := by
  funext j
  apply eq_of_inner_eq a
  intro i
  rw [h, inner_reciprocal]
```

## (d) Mismatch between the scaled bases

For real s and t, show that the total squared difference between the scaled bases depends only on A, B and n:

Σ_i |s b_i − t a_i|² = s² B − 4πn st + t² A

**Solution.** Expand one term and use a_i · b_i = 2π:

|s b_i − t a_i|² = s² |b_i|² − 2st (b_i · a_i) + t² |a_i|² = s² |b_i|² − 4π st + t² |a_i|².

Summing over the n indices gives the claim. The single term is `hterm` in Lean, and the last `simp only` and `ring` carry out the sum.

```lean
/-- The total squared mismatch between the reciprocal basis scaled by `s` and the basis scaled by
`t` is determined, for given `s` and `t`, by the two sums of squared lengths and the dimension. -/
theorem mismatch (a : Module.Basis (Fin n) ℝ (Space n)) (s t : ℝ) :
    ∑ i, ‖s • reciprocal a i - t • a i‖ ^ 2 =
      s ^ 2 * totalSq (reciprocal a) - 4 * π * n * s * t + t ^ 2 * totalSq a := by
  have hterm : ∀ i, ‖s • reciprocal a i - t • a i‖ ^ 2 =
      s ^ 2 * ‖reciprocal a i‖ ^ 2 - 4 * π * s * t + t ^ 2 * ‖a i‖ ^ 2 := by
    intro i
    have h : inner ℝ (reciprocal a i) (a i) = 2 * π := by
      rw [real_inner_comm, inner_reciprocal, if_pos rfl]
    rw [norm_sub_sq_real, real_inner_smul_left, real_inner_smul_right, h]
    simp only [norm_smul, mul_pow, Real.norm_eq_abs, sq_abs]
    ring
  simp only [hterm, totalSq, Finset.sum_add_distrib, Finset.sum_sub_distrib,
    ← Finset.mul_sum, Finset.sum_const, Finset.card_univ, Fintype.card_fin, nsmul_eq_mul]
  ring
```

## (e) Positive total squared length

Show that for n ≥ 1

A > 0.

**Solution.** No basis vector is zero, so A is a non-empty sum of positive numbers. The argument `k : Fin n` expresses n ≥ 1 by supplying an index.

```lean
/-- In dimension at least one, the squared lengths of a basis have a positive sum. -/
theorem totalSq_pos (a : Module.Basis (Fin n) ℝ (Space n)) (k : Fin n) : 0 < totalSq a :=
  Finset.sum_pos (fun i _ => pow_pos (norm_pos_iff.mpr (a.ne_zero i)) 2)
    ⟨k, Finset.mem_univ k⟩
```

## (f) Equality and proportional bases

Show that the following are equivalent:

AB = (2πn)² ⇔ there is a real c with b_i = c a_i for all i

**Solution.** For n = 0 both sides hold. Let n ≥ 1 and assume the equality. Part (d) with s = A and t = 2πn gives

Σ_i |A b_i − 2πn a_i|² = A²B − 2(2πn)² A + (2πn)² A = A (AB − (2πn)²) = 0.

A sum of squares vanishes only if each term does, so b_i = (2πn/A) a_i, with the same factor for every i.

Conversely, let b_i = c a_i. The product with a_i gives c |a_i|² = 2π, and summation gives cA = 2πn. Also B = c²A, so AB = (cA)² = (2πn)².

In Lean, `hsum` is the vanishing sum, while `h1` and `h2` are the two relations of the converse.

```lean
/-- The product of the two sums of squared lengths equals `(2πn)²` if and only if the reciprocal
basis is the basis itself multiplied by one common factor. -/
theorem saturated_iff_proportional (a : Module.Basis (Fin n) ℝ (Space n)) :
    totalSq a * totalSq (reciprocal a) = (2 * π * n) ^ 2 ↔
      ∃ c : ℝ, ∀ i, reciprocal a i = c • a i := by
  constructor
  · intro h
    rcases isEmpty_or_nonempty (Fin n) with he | ⟨⟨k⟩⟩
    · exact ⟨0, fun i => he.elim i⟩
    have hA := totalSq_pos a k
    -- the mismatch vanishes, hence so does each of its terms
    have hsum : ∑ i, ‖totalSq a • reciprocal a i - (2 * π * n) • a i‖ ^ 2 = 0 := by
      rw [mismatch]
      linear_combination totalSq a * h
    refine ⟨2 * π * n / totalSq a, fun i => ?_⟩
    have hi := (Finset.sum_eq_zero_iff_of_nonneg (fun i _ => sq_nonneg _)).mp hsum i
      (Finset.mem_univ i)
    have hv := sub_eq_zero.mp (norm_eq_zero.mp ((pow_eq_zero_iff two_ne_zero).mp hi))
    rw [div_eq_inv_mul, mul_smul, ← hv, smul_smul, inv_mul_cancel₀ hA.ne', one_smul]
  · rintro ⟨c, hc⟩
    have h1 : c * totalSq a = 2 * π * n := by
      have hi : ∀ i, c * ‖a i‖ ^ 2 = 2 * π := by
        intro i
        rw [← real_inner_self_eq_norm_sq, ← real_inner_smul_right, ← hc i,
          inner_reciprocal, if_pos rfl]
      simp only [totalSq, Finset.mul_sum, hi, Finset.sum_const, Finset.card_univ,
        Fintype.card_fin, nsmul_eq_mul]
      ring
    have h2 : totalSq (reciprocal a) = c ^ 2 * totalSq a := by
      simp only [totalSq, hc, norm_smul, mul_pow, Real.norm_eq_abs, sq_abs, Finset.mul_sum]
    rw [h2, ← h1]
    ring
```

## (g) Proportional bases and the shape of the cell

Show that a common factor c exists exactly for orthogonal edges of equal length:

b_i = c a_i for all i, with some real c ⇔ a_i · a_j = 0 for i ≠ j, and |a_i| = |a_j| for all i, j

**Solution.** If b_j = c a_j, part (a) reads

c (a_i · a_j) = 2π δ_ij.

The case i = j shows c ≠ 0. For i ≠ j it follows that a_i · a_j = 0. The diagonal relations c |a_i|² = 2π = c |a_j|² give equal lengths.

Conversely, let the edges be orthogonal with common length L, and put c = 2π/L². Then a_i · (c a_j) = 2π δ_ij = a_i · b_j, and part (b) gives b_j = c a_j. For n = 0 there is nothing to check.

The word "cubic" in the Lean name refers to the cell spanned by the a_i. Primitive cells of face-centred and body-centred cubic lattices are not cubes in this sense.

```lean
/-- The reciprocal basis is a common multiple of the basis if and only if the basis vectors are
pairwise orthogonal and of equal length. -/
theorem proportional_iff_cubic (a : Module.Basis (Fin n) ℝ (Space n)) :
    (∃ c : ℝ, ∀ i, reciprocal a i = c • a i) ↔
      (∀ i j, i ≠ j → inner ℝ (a i) (a j) = 0) ∧ ∀ i j, ‖a i‖ = ‖a j‖ := by
  constructor
  · rintro ⟨c, hc⟩
    have key : ∀ i j, c * inner ℝ (a i) (a j) = if i = j then 2 * π else 0 := by
      intro i j
      rw [← real_inner_smul_right, ← hc j, inner_reciprocal]
    have hself : ∀ i, c * ‖a i‖ ^ 2 = 2 * π := by
      intro i
      rw [← real_inner_self_eq_norm_sq, key, if_pos rfl]
    have hc0 : ∀ _ : Fin n, c ≠ 0 := by
      intro i h0
      have h := hself i
      rw [h0, zero_mul] at h
      linarith [Real.pi_pos]
    refine ⟨fun i j hij => ?_, fun i j => ?_⟩
    · have h := key i j
      rw [if_neg hij] at h
      exact (mul_eq_zero.mp h).resolve_left (hc0 i)
    · have h := mul_left_cancel₀ (hc0 i) ((hself i).trans (hself j).symm)
      exact (sq_eq_sq₀ (norm_nonneg _) (norm_nonneg _)).mp h
  · rintro ⟨horth, hlen⟩
    rcases isEmpty_or_nonempty (Fin n) with he | ⟨⟨k⟩⟩
    · exact ⟨0, fun i => he.elim i⟩
    have hk : ‖a k‖ ≠ 0 := norm_ne_zero_iff.mpr (a.ne_zero k)
    refine ⟨2 * π / ‖a k‖ ^ 2, fun j => eq_of_inner_eq a fun i => ?_⟩
    rw [inner_reciprocal, real_inner_smul_right]
    by_cases hij : i = j
    · subst hij
      rw [if_pos rfl, real_inner_self_eq_norm_sq, hlen i k,
        div_mul_cancel₀ _ (pow_ne_zero 2 hk)]
    · rw [if_neg hij, horth i j hij, mul_zero]
```

## (h) The length inequality

Show that every basis satisfies

(Σ_i |a_i|²)(Σ_i |b_i|²) ≥ (2πn)²,

with equality if and only if the a_i are pairwise orthogonal and of equal length.

**Solution.** For n ≥ 1, the sum used in part (f) is nonnegative whether or not equality holds:

A (AB − (2πn)²) = Σ_i |A b_i − 2πn a_i|² ≥ 0.

Division by A > 0 gives the inequality. For n = 0 both sides are zero. The equality condition follows by chaining parts (f) and (g), which is the `.trans` in the first line of the proof. The nonnegative sum is `hnn`, and `le_of_mul_le_mul_left` cancels A.

The theorem has no hypothesis beyond `a` being a basis. For n = 1 the condition always holds, and the product is (2π)² for every a_0.

In periodic electronic-structure calculations, a common type of k-point grid divides each b_i into equal parts. For a cell of given A, the inequality limits how small B can be; it concerns only the geometry of that cell and says nothing about energies or convergence.

```lean
/-- For a basis of `n`-dimensional Euclidean space, the sum of squared lengths times that of the
reciprocal basis is at least `(2πn)²`, with equality if and only if the basis vectors are
pairwise orthogonal and of equal length. -/
theorem length_inequality (a : Module.Basis (Fin n) ℝ (Space n)) :
    (2 * π * n) ^ 2 ≤ totalSq a * totalSq (reciprocal a) ∧
      (totalSq a * totalSq (reciprocal a) = (2 * π * n) ^ 2 ↔
        (∀ i j, i ≠ j → inner ℝ (a i) (a j) = 0) ∧ ∀ i j, ‖a i‖ = ‖a j‖) := by
  refine ⟨?_, (saturated_iff_proportional a).trans (proportional_iff_cubic a)⟩
  rcases Nat.eq_zero_or_pos n with h0 | hn
  · subst h0
    simp [totalSq]
  -- the mismatch at the best relative scale is nonnegative
  have hm := mismatch a (totalSq a) (2 * π * n)
  have hnn : 0 ≤ ∑ i, ‖totalSq a • reciprocal a i - (2 * π * n) • a i‖ ^ 2 :=
    Finset.sum_nonneg fun i _ => sq_nonneg _
  rw [hm] at hnn
  refine le_of_mul_le_mul_left ?_ (totalSq_pos a ⟨0, hn⟩)
  linarith
```

## (i) Planar cells with two equal edges

Let n = 2 and |a_0| = |a_1|, and let θ be the angle between the edges. Show that

AB sin²θ = (4π)².

**Solution.** Write L for the common length and, from here on, c = cos θ, so that a_0 · a_1 = cL². Then

L²(1 − c²) b_0 = 2π (a_0 − c a_1).

Indeed, both sides have the product 2πL²(1 − c²) with a_0 and the product 0 with a_1, so part (b) applies. Taking the product with b_0 gives

L² sin²θ |b_0|² = 2π (2π − 0) = 4π².

Exchanging the edges gives the same value for b_1. Addition yields L² sin²θ B = 8π², and A = 2L² gives the result.

In Lean, `e0` and `e1` are the two vector equations, `n0` and `n1` are the squared lengths, and `linear_combination` adds them.

For a hexagonal cell, θ = 120° and sin²θ = 3/4, so AB is 4/3 of the minimum.

```lean
/-- For a planar cell with two edges of equal length at angle `θ`, the product of the two sums
of squared lengths, multiplied by `sin² θ`, is exactly `(4π)²`. -/
theorem rhombic_cell (a : Module.Basis (Fin 2) ℝ (Space 2)) (hL : ‖a 0‖ = ‖a 1‖) :
    totalSq a * totalSq (reciprocal a) *
      Real.sin (InnerProductGeometry.angle (a 0) (a 1)) ^ 2 = (4 * π) ^ 2 := by
  have h01 : inner ℝ (a 0) (a 1) =
      Real.cos (InnerProductGeometry.angle (a 0) (a 1)) * ‖a 0‖ ^ 2 := by
    rw [← InnerProductGeometry.cos_angle_mul_norm_mul_norm, ← hL]
    ring
  rw [Real.sin_sq]
  generalize Real.cos (InnerProductGeometry.angle (a 0) (a 1)) = c at h01 ⊢
  have h10 : inner ℝ (a 1) (a 0) = c * ‖a 0‖ ^ 2 := by rw [real_inner_comm, h01]
  have h00 : inner ℝ (a 0) (a 0) = ‖a 0‖ ^ 2 := real_inner_self_eq_norm_sq _
  have h11 : inner ℝ (a 1) (a 1) = ‖a 0‖ ^ 2 := by rw [real_inner_self_eq_norm_sq, hL]
  have g00 : inner ℝ (a 0) (reciprocal a 0) = 2 * π := by simp [inner_reciprocal]
  have g10 : inner ℝ (a 1) (reciprocal a 0) = 0 := by simp [inner_reciprocal]
  have g01 : inner ℝ (a 0) (reciprocal a 1) = 0 := by simp [inner_reciprocal]
  have g11 : inner ℝ (a 1) (reciprocal a 1) = 2 * π := by simp [inner_reciprocal]
  -- the reciprocal vectors in terms of the edges
  have e0 : (‖a 0‖ ^ 2 * (1 - c ^ 2)) • reciprocal a 0 = (2 * π) • (a 0 - c • a 1) := by
    refine eq_of_inner_eq a (Fin.forall_fin_two.mpr ⟨?_, ?_⟩)
    · simp only [real_inner_smul_right, inner_sub_right, g00, h00, h01]
      ring
    · simp only [real_inner_smul_right, inner_sub_right, g10, h10, h11]
      ring
  have e1 : (‖a 0‖ ^ 2 * (1 - c ^ 2)) • reciprocal a 1 = (2 * π) • (a 1 - c • a 0) := by
    refine eq_of_inner_eq a (Fin.forall_fin_two.mpr ⟨?_, ?_⟩)
    · simp only [real_inner_smul_right, inner_sub_right, g01, h00, h01]
      ring
    · simp only [real_inner_smul_right, inner_sub_right, g11, h10, h11]
      ring
  -- their squared lengths
  have n0 := congrArg (fun v => inner ℝ v (reciprocal a 0)) e0
  have n1 := congrArg (fun v => inner ℝ v (reciprocal a 1)) e1
  simp only [real_inner_smul_left, inner_sub_left, g00, g10,
    real_inner_self_eq_norm_sq] at n0
  simp only [real_inner_smul_left, inner_sub_left, g01, g11,
    real_inner_self_eq_norm_sq] at n1
  simp only [totalSq, Fin.sum_univ_two, ← hL]
  linear_combination 2 * n0 + 2 * n1

end

end ReciprocalLengthInequality
```

```lean
#print axioms ReciprocalLengthInequality.eq_reciprocal
#print axioms ReciprocalLengthInequality.length_inequality
#print axioms ReciprocalLengthInequality.rhombic_cell
```

```
'ReciprocalLengthInequality.eq_reciprocal' depends on axioms: [propext, Classical.choice, Quot.sound]
'ReciprocalLengthInequality.length_inequality' depends on axioms: [propext, Classical.choice, Quot.sound]
'ReciprocalLengthInequality.rhombic_cell' depends on axioms: [propext, Classical.choice, Quot.sound]
```
